# The transverse-photon integral equals ln γ² − β² below the speed of light

For a projectile of speed $\beta$ in units of $c$, with $|\beta|<1$ and $b=\beta^2$, the transverse-photon integral is

$$T(b)=b^2\int_0^1\frac{1-x}{(1-bx)^2}\,dx=-\ln(1-b)-b=\ln\gamma^2-\beta^2,$$

where $\gamma=1/\sqrt{1-\beta^2}$. It exceeds $b^2/2$ for $0<b<1$, increases strictly on $[0,1)$, and grows without bound as $b\to1$ from below.

## Exchange of a transverse photon

Set $c=\hbar=1$. A fast projectile with velocity $\mathbf v$ transfers energy $\omega$ and momentum $\mathbf q$ to a target; write $s=q^2$. With recoil neglected, $\omega=\mathbf v\cdot\mathbf q$, so the squared velocity transverse to $\mathbf q$ is $b-\omega^2/s$, and $s\ge\omega^2/b$. The target responds as a dipole, whose squared current is $\omega^2$ times a strength independent of $s$. With the vacuum photon propagator $1/(s-\omega^2)$, and with that strength, the charges, the numerical constants and the overall factor $1/b$ of the cross section left out, the spectrum is

$$S(s)=\frac{(b-\omega^2/s)\,\omega^2}{(s-\omega^2)^2}.$$

The Bethe stopping formula for a heavy charged projectile, without screening by the medium, contains the relativistic correction $\ln\gamma^2-\beta^2$. The integral $T$ has the same value, but the distant collisions modelled here supply only half of that correction to the stopping; close collisions supply the other half.

## What the theorems state

`transverseSpectrum b ω s` is $S(s)$, `transverseTerm b` is $T(b)$, defined as the actual integral over $x$, and `lorentzFactor β` is $\gamma$. All quantities are real numbers.

- `spectrum_change_of_variable` equates $S$ times the Jacobian with the integrand of $T$ at each $x\in(0,1]$, for $0<b<1$ and $\omega\ne0$. It is a pointwise identity; the improper integral over $s$ is not formed.
- `transverseTerm_eq` gives the closed form for every $b<1$, and `transverseTerm_eq_log_lorentzFactor` its relativistic form for $|\beta|<1$.
- `half_sq_lt_transverseTerm` is the strict lower bound for $0<b<1$.
- `transverseTerm_strictMonoOn` states strict growth on `Ico 0 1`, the interval $[0,1)$.
- `transverseTerm_tendsto_atTop` states divergence along `𝓝[<] 1`, the approach to one from below.

The spectrum, including its dipole and no-recoil assumptions, is a definition and is not derived from electrodynamics.

## From the spectrum to the logarithm

Put $s=\omega^2/(bx)$. Then $b-\omega^2/s=b(1-x)$, $s-\omega^2=\omega^2(1-bx)/(bx)$ and $|ds/dx|=\omega^2/(bx^2)$, so

$$S\left|\frac{ds}{dx}\right|=\frac{b^3x^2(1-x)}{\omega^2(1-bx)^2}\cdot\frac{\omega^2}{bx^2}=\frac{b^2(1-x)}{(1-bx)^2}.$$

The energy transfer has cancelled. A primitive is $F(x)=-\ln(1-bx)-\frac{1-b}{1-bx}$, since

$$F'(x)=\frac{b}{1-bx}-\frac{b(1-b)}{(1-bx)^2}=\frac{b^2(1-x)}{(1-bx)^2}.$$

For $b<1$ the denominator is positive on $[0,1]$, hence

$$T(b)=F(1)-F(0)=[-\ln(1-b)-1]+(1-b)=-\ln(1-b)-b.$$

Inserting $\gamma^2=1/(1-\beta^2)$ gives the relativistic form.

For $0<b<1$, the series $-\ln(1-b)=b+b^2/2+b^3/3+\cdots$ has positive terms, so $T(b)\ge b^2/2+b^3/3>b^2/2$.

For $0\le a<b<1$, apply $\ln y<y-1$ at $y=(1-b)/(1-a)\ne1$:

$$\ln\frac{1-b}{1-a}<-\frac{b-a}{1-a}\le-(b-a),$$

which rearranges to $T(a)<T(b)$.

Finally, given any real $M$, take $1-e^{-(M+1)}<b<1$. Then $-\ln(1-b)>M+1$, and $T(b)>M+1-b>M$.

## The values at b = 3/4 and b = 1

At $b=3/4$ we have $\gamma=2$, so $T=\ln4-0.75\approx0.636$, above the bound $b^2/2\approx0.281$.

At $b=1$ the hypothesis $b<1$ fails. The integrand becomes $1/(1-x)$ and the integral diverges. Lean assigns the values $T(1)=0$ and $\ln0=0$, so the closed form would read $0=-1$.

## The Lean development

```lean
import Mathlib

open Filter Topology Set

namespace TransversePhotonStopping

noncomputable section

/-- Transverse-photon spectrum in the squared momentum transfer `s`, at energy transfer `ω` and
squared projectile speed `b` (units `c = ħ = 1`): squared transverse velocity times `ω ^ 2` times
the squared photon propagator. Its domain is `s ≠ 0`, `s ≠ ω ^ 2`. -/
def transverseSpectrum (b ω s : ℝ) : ℝ :=
  (b - ω ^ 2 / s) * ω ^ 2 / (s - ω ^ 2) ^ 2

/-- The transverse-photon integral as a function of the squared speed `b = β ^ 2`,
for `b < 1`. -/
def transverseTerm (b : ℝ) : ℝ :=
  b ^ 2 * ∫ x in (0 : ℝ)..1, (1 - x) / (1 - b * x) ^ 2

/-- The Lorentz factor of a particle with speed `β` in units of `c`, for `|β| < 1`. -/
def lorentzFactor (β : ℝ) : ℝ := 1 / √(1 - β ^ 2)

/-- The denominator `1 - b x` is positive for `b < 1` and `x` between zero and one. -/
theorem denominator_pos {b x : ℝ} (hb : b < 1) (hx : x ∈ Icc (0 : ℝ) 1) :
    0 < 1 - b * x := by
  obtain ⟨h0, h1⟩ := hx
  rcases h1.lt_or_eq with h | h
  · nlinarith [mul_nonneg h0 (sub_nonneg.2 hb.le)]
  · rw [h]
    linarith

/-- With the squared momentum transfer written as `s = ω ^ 2 / (b x)`, the transverse spectrum
times the Jacobian `|ds/dx| = ω ^ 2 / (b x ^ 2)` is the integrand of the transverse term. -/
theorem spectrum_change_of_variable {b ω x : ℝ} (hb : 0 < b) (hb1 : b < 1) (hω : ω ≠ 0)
    (hx : 0 < x) (hx1 : x ≤ 1) :
    transverseSpectrum b ω (ω ^ 2 / (b * x)) * (ω ^ 2 / (b * x ^ 2)) =
      b ^ 2 * ((1 - x) / (1 - b * x) ^ 2) := by
  have hd : 1 - b * x ≠ 0 := (denominator_pos hb1 ⟨hx.le, hx1⟩).ne'
  have hb0 : b ≠ 0 := hb.ne'
  have hx0 : x ≠ 0 := hx.ne'
  have h1 : ω ^ 2 / (ω ^ 2 / (b * x)) = b * x := by field_simp
  have h2 : ω ^ 2 / (b * x) - ω ^ 2 = ω ^ 2 * (1 - b * x) / (b * x) := by field_simp
  have h3 : b - b * x = b * (1 - x) := by ring
  rw [transverseSpectrum, h1, h2, h3]
  field_simp

/-- An explicit primitive of the transverse-photon integrand. -/
theorem hasDerivAt_primitive {b x : ℝ} (hd : 1 - b * x ≠ 0) :
    HasDerivAt (fun y : ℝ => -Real.log (1 - b * y) - (1 - b) / (1 - b * y))
      (b ^ 2 * ((1 - x) / (1 - b * x) ^ 2)) x := by
  have hu : HasDerivAt (fun y : ℝ => 1 - b * y) (-b) x := by
    simpa using ((hasDerivAt_id x).const_mul b).const_sub 1
  have h := (hu.log hd).fun_neg.fun_sub ((hasDerivAt_const x (1 - b)).fun_div hu hd)
  refine h.congr_deriv ?_
  field_simp
  ring

/-- The transverse-photon integral in closed form: it equals `-ln (1 - b) - b`. -/
theorem transverseTerm_eq {b : ℝ} (hb : b < 1) :
    transverseTerm b = -Real.log (1 - b) - b := by
  have hd : ∀ x ∈ uIcc (0 : ℝ) 1, 1 - b * x ≠ 0 := by
    intro x hx
    rw [uIcc_of_le zero_le_one] at hx
    exact (denominator_pos hb hx).ne'
  -- the integrand is continuous because the denominator never vanishes
  have hc : ContinuousOn (fun x : ℝ => b ^ 2 * ((1 - x) / (1 - b * x) ^ 2)) (uIcc 0 1) := by
    refine continuousOn_const.mul (ContinuousOn.div ?_ ?_ ?_)
    · fun_prop
    · fun_prop
    · intro x hx
      exact pow_ne_zero 2 (hd x hx)
  rw [transverseTerm, ← intervalIntegral.integral_const_mul,
    intervalIntegral.integral_eq_sub_of_hasDerivAt
      (fun x hx => hasDerivAt_primitive (hd x hx)) hc.intervalIntegrable]
  have h1 : (1 - b) / (1 - b) = 1 := div_self (by linarith)
  simp only [mul_one, mul_zero, sub_zero, Real.log_one, div_one, h1]
  ring

/-- In terms of the speed `β` and the Lorentz factor `γ`, the transverse-photon integral is
`ln (γ ^ 2) - β ^ 2`. -/
theorem transverseTerm_eq_log_lorentzFactor {β : ℝ} (hβ : |β| < 1) :
    transverseTerm (β ^ 2) = Real.log (lorentzFactor β ^ 2) - β ^ 2 := by
  obtain ⟨h1, h2⟩ := abs_lt.1 hβ
  have hb : β ^ 2 < 1 := by nlinarith
  have hg : lorentzFactor β ^ 2 = (1 - β ^ 2)⁻¹ := by
    rw [lorentzFactor, div_pow, Real.sq_sqrt (by linarith), one_pow, one_div]
  rw [transverseTerm_eq hb, hg, Real.log_inv]

/-- For a moving projectile the transverse-photon integral exceeds `b ^ 2 / 2`. -/
theorem half_sq_lt_transverseTerm {b : ℝ} (hb : 0 < b) (hb1 : b < 1) :
    b ^ 2 / 2 < transverseTerm b := by
  -- keep the first three terms of the series of `-ln (1 - b)`
  have hs := Real.hasSum_pow_div_log_of_abs_lt_one (abs_lt.2 ⟨by linarith, hb1⟩)
  have h := sum_le_hasSum (Finset.range 3) (fun n _ => by positivity) hs
  norm_num [Finset.sum_range_succ] at h
  have h3 : 0 < b ^ 3 := by positivity
  rw [transverseTerm_eq hb1]
  linarith

/-- The transverse-photon integral increases strictly with the squared speed on `[0, 1)`. -/
theorem transverseTerm_strictMonoOn : StrictMonoOn transverseTerm (Ico 0 1) := by
  intro a ha b hb hab
  have ha1 : 0 < 1 - a := by linarith [ha.2]
  have hb1 : 0 < 1 - b := by linarith [hb.2]
  have hne : (1 - b) / (1 - a) ≠ 1 := by
    intro h
    rw [div_eq_one_iff_eq ha1.ne'] at h
    linarith
  -- the strict tangent-line bound for the logarithm
  have hlog := Real.log_lt_sub_one_of_pos (div_pos hb1 ha1) hne
  rw [Real.log_div hb1.ne' ha1.ne'] at hlog
  have hle : (1 - b) / (1 - a) ≤ 1 + a - b := by
    rw [div_le_iff₀ ha1]
    nlinarith [mul_nonneg ha.1 (sub_nonneg.2 hab.le)]
  rw [transverseTerm_eq ha.2, transverseTerm_eq hb.2]
  linarith

/-- The transverse-photon integral grows without bound as the projectile speed approaches the
speed of light from below. -/
theorem transverseTerm_tendsto_atTop : Tendsto transverseTerm (𝓝[<] 1) atTop := by
  refine tendsto_atTop.2 fun M => ?_
  have hlt : 1 - Real.exp (-(M + 1)) < 1 := by linarith [Real.exp_pos (-(M + 1))]
  filter_upwards [Ioo_mem_nhdsLT hlt] with b hb
  -- beyond this threshold `-ln (1 - b)` is at least `M + 1`
  have hlog : Real.log (1 - b) ≤ Real.log (Real.exp (-(M + 1))) :=
    Real.log_le_log (by linarith [hb.2]) (by linarith [hb.1])
  rw [Real.log_exp] at hlog
  rw [transverseTerm_eq hb.2]
  linarith [hb.2]

end

end TransversePhotonStopping
```

```lean
#print axioms TransversePhotonStopping.transverseTerm_eq_log_lorentzFactor
-- 'TransversePhotonStopping.transverseTerm_eq_log_lorentzFactor' depends on axioms: [propext, Classical.choice, Quot.sound]
#print axioms TransversePhotonStopping.half_sq_lt_transverseTerm
-- 'TransversePhotonStopping.half_sq_lt_transverseTerm' depends on axioms: [propext, Classical.choice, Quot.sound]
#print axioms TransversePhotonStopping.transverseTerm_strictMonoOn
-- 'TransversePhotonStopping.transverseTerm_strictMonoOn' depends on axioms: [propext, Classical.choice, Quot.sound]
#print axioms TransversePhotonStopping.transverseTerm_tendsto_atTop
-- 'TransversePhotonStopping.transverseTerm_tendsto_atTop' depends on axioms: [propext, Classical.choice, Quot.sound]
```

## How the proof follows the calculation

`denominator_pos` supplies the positivity of $1-bx$. In `spectrum_change_of_variable`, `h1` and `h3` together give $b-\omega^2/s=b(1-x)$, `h2` rewrites $s-\omega^2$, and `field_simp` cancels the remaining factors against the Jacobian, which is part of the statement.

`hasDerivAt_primitive` differentiates $F$ by the rules for logarithm and quotient. `transverseTerm_eq` checks that the integrand is continuous, applies the fundamental theorem of calculus and evaluates the endpoints. The relativistic form follows from this closed form at $b=\beta^2<1$, from `hg`, which is $\gamma^2=(1-\beta^2)^{-1}$, and from the rule for the logarithm of an inverse.

For the lower bound, `sum_le_hasSum` compares three terms of the series with its sum. For monotonicity, `hlog` is the strict logarithm inequality and `hle` is $y\le1+a-b$. For divergence, `filter_upwards` restricts $b$ to the interval above the exponential threshold, and `hlog` gives $\ln(1-b)\le-(M+1)$.
